# Given fewer fixed vectors than the dimension, an antiunitary T with T² = 1 fixes a unit vector orthogonal to them all

Let `T` be an antiunitary operator with T² = 1 on a finite-dimensional complex inner product space, as time reversal is for a spinless particle. The lemma says that, given k vectors fixed by `T`, with k less than the dimension, there is a unit vector also fixed by `T` and orthogonal to all of them. The given vectors need not be normalised, mutually orthogonal or linearly independent. The proof takes a nonzero x orthogonal to their span and shows that T x is orthogonal to them too. It then uses x + T x, or i x if that sum vanishes, as a nonzero fixed vector, and divides it by its norm.

Lean 4 with Mathlib refuses this proof:

```lean
import Mathlib

open scoped InnerProductSpace ComplexConjugate
open Module

namespace ExistsFixedUnitOrthogonal

noncomputable section

variable {V : Type*} [NormedAddCommGroup V] [InnerProductSpace ℂ V]
variable {ι : Type*} [Fintype ι] [DecidableEq ι]

/-- A conjugate-linear map `T` is antiunitary when it turns every inner product into its
complex conjugate, `⟪T x, T y⟫ = ⟪y, x⟫`. -/
def IsAntiunitary (T : V →ₛₗ[starRingEnd ℂ] V) : Prop :=
  ∀ x y, ⟪T x, T y⟫_ℂ = ⟪y, x⟫_ℂ

/-- Let `T` be antiunitary with `T² = 1` on a finite-dimensional space. Given fewer `T`-fixed
vectors than the dimension of the space, there is a `T`-fixed unit vector orthogonal to all of them.
-/
theorem exists_fixed_unit_orthogonal [FiniteDimensional ℂ V]
    {T : V →ₛₗ[starRingEnd ℂ] V} (hT : IsAntiunitary T) (hsq : ∀ x, T (T x) = x)
    {k : ℕ} (v : Fin k → V) (hv : ∀ i, T (v i) = v i) (hk : k < finrank ℂ V) :
    ∃ u, T u = u ∧ ‖u‖ = 1 ∧ ∀ i, ⟪v i, u⟫_ℂ = 0 := by
  -- the given vectors do not span, so some nonzero `x` is orthogonal to them
  have hS : Submodule.span ℂ (Set.range v) ≠ ⊤ := by
    intro h
    have h1 := finrank_range_le_card (R := ℂ) v
    rw [Set.finrank, h, finrank_top, Fintype.card_fin] at h1
    omega
  have hS' : (Submodule.span ℂ (Set.range v))ᗮ ≠ ⊥ :=
    fun h => hS (Submodule.orthogonal_eq_bot_iff.mp h)
  obtain ⟨x, hxS, hx0⟩ := Submodule.exists_mem_ne_zero_of_ne_bot hS'
  have hx : ∀ i, ⟪v i, x⟫_ℂ = 0 := fun i =>
    Submodule.inner_right_of_mem_orthogonal (Submodule.subset_span ⟨i, rfl⟩) hxS
  have hTx : ∀ i, ⟪v i, T x⟫_ℂ = 0 := fun i => by
    have h := hT (v i) x
    rw [hv] at h
    rw [h]
    exact inner_eq_zero_symm.mp (hx i)
  -- either `x + T x` or `i x` is a nonzero fixed vector
  obtain ⟨w, hw0, hTw, hwv⟩ : ∃ w, w ≠ 0 ∧ T w = w ∧ ∀ i, ⟪v i, w⟫_ℂ = 0 := by
    by_cases h : x + T x = 0
    · have h' : T x = -x := (neg_eq_of_add_eq_zero_right h).symm
      refine ⟨Complex.I • x, smul_ne_zero Complex.I_ne_zero hx0, ?_, fun i => ?_⟩
      · rw [map_smulₛₗ, Complex.conj_I, h', smul_neg, neg_smul, neg_neg]
      · rw [inner_smul_right, hx, mul_zero]
    · refine ⟨x + T x, h, ?_, fun i => ?_⟩
      · rw [map_add, hsq, add_comm]
      · rw [inner_add_right, hx, hTx, add_zero]
  -- a real factor normalises it and keeps it fixed
  refine ⟨((‖w‖⁻¹ : ℝ) : ℂ) • w, ?_, ?_, fun i => ?_⟩
  · rw [map_smulₛₗ, Complex.conj_ofReal, hTw]
  · rw [norm_smul, Complex.norm_real, norm_inv, norm_norm,
      inv_mul_cancel₀ (norm_ne_zero_iff.mpr hw0)]
  · rw [inner_smul_right, hwv, mul_zero]

end

end ExistsFixedUnitOrthogonal
```

Lean reports:

```
Main.lean:35:67: error: Invalid `⟨...⟩` notation: The expected type of this term could not be determined
```

The error is at `⟨i, rfl⟩`, in the step showing that each `v i` is orthogonal to `x`. Angle brackets build a term of whatever type is expected, so Lean must know that type. Here they should prove that `v i` lies in `Set.range v`, but nothing had yet told Lean which set was meant. The goal `⟪v i, x⟫_ℂ = 0` mentions no subspace, and `Submodule.subset_span` works for any set. The subspace is named in the type of `hxS`, but that is the later argument, and Lean reported the error without having used it to settle the type of the brackets.

The repair first proves `hvi`, whose stated type names the span of `Set.range v`, so the set is known from the start. It also replaces the brackets with `Set.mem_range_self i`, which says directly that `v i` is in the range of `v`. `Submodule.inner_right_of_mem_orthogonal` then takes `hvi` and `hxS`, both with known types. The change to a `by` block only makes room for the intermediate statement; the mathematical argument is the same.

After these edits no error is left:

```diff
@@ -32,6 +32,8 @@
     fun h => hS (Submodule.orthogonal_eq_bot_iff.mp h)
   obtain ⟨x, hxS, hx0⟩ := Submodule.exists_mem_ne_zero_of_ne_bot hS'
-  have hx : ∀ i, ⟪v i, x⟫_ℂ = 0 := fun i =>
-    Submodule.inner_right_of_mem_orthogonal (Submodule.subset_span ⟨i, rfl⟩) hxS
+  have hx : ∀ i, ⟪v i, x⟫_ℂ = 0 := fun i => by
+    have hvi : v i ∈ Submodule.span ℂ (Set.range v) :=
+      Submodule.subset_span (Set.mem_range_self i)
+    exact Submodule.inner_right_of_mem_orthogonal hvi hxS
   have hTx : ∀ i, ⟪v i, T x⟫_ℂ = 0 := fun i => by
     have h := hT (v i) x
```
